# One-axis twisting keeps the mean spin of a binomial state on the x axis

Suppose a calculation of one-axis twisting starts from a spin polarised along +x and holds the mean spin at its initial length. For spin 1 and above it then overestimates this length at almost every twisting angle, and a squeezing figure that divides by the squared length looks better than it is. The problems below find the mean spin exactly for a single collective spin in noiseless evolution, which also gives a reference value for testing a simulation of that model.

## The spin, its operators and the twisted state

```lean
import Mathlib

open Matrix

namespace OneAxisTwisting

noncomputable section
```

A spin n/2 has levels k = 0, …, n, indexed in Lean by `Fin (n + 1)`. Level k has magnetic quantum number mₖ = k − n/2, called `weight`.

```lean
/-- The magnetic quantum number `k - n/2` of level `k` of a spin `n/2`. -/
def weight (n : ℕ) (k : Fin (n + 1)) : ℝ := ((k : ℕ) : ℝ) - (n : ℝ) / 2
```

Spin operators are complex matrices in units of ħ, and Jz is diagonal.

```lean
/-- The spin component `Jz` of a spin `n/2`, in units of ħ. -/
def Jz (n : ℕ) : Matrix (Fin (n + 1)) (Fin (n + 1)) ℂ :=
  Matrix.diagonal fun k => (weight n k : ℂ)
```

The raising operator J₊ takes level k to level k+1 with element √((k+1)(n−k)). In `Jplus` the row is the final level and the column the initial one. These standard elements are put in as definitions, not derived from the commutation relations.

```lean
/-- The raising operator `J+`, with element `√((k+1)(n-k))` from level `k` to level `k+1`. -/
def Jplus (n : ℕ) : Matrix (Fin (n + 1)) (Fin (n + 1)) ℂ :=
  Matrix.of fun i j => if (i : ℕ) = (j : ℕ) + 1 then
    ((√((((j : ℕ) : ℝ) + 1) * ((n : ℝ) - ((j : ℕ) : ℝ))) : ℝ) : ℂ) else 0
```

The transverse components follow from J₊ and its adjoint J₋.

```lean
/-- The spin component `Jx = (J+ + J-)/2`, where `J-` is the adjoint of `J+`. -/
def Jx (n : ℕ) : Matrix (Fin (n + 1)) (Fin (n + 1)) ℂ :=
  (1 / 2 : ℂ) • (Jplus n + (Jplus n)ᴴ)

/-- The spin component `Jy = (J+ - J-)/(2i)`, where `J-` is the adjoint of `J+`. -/
def Jy (n : ℕ) : Matrix (Fin (n + 1)) (Fin (n + 1)) ℂ :=
  (-Complex.I / 2) • (Jplus n - (Jplus n)ᴴ)
```

The initial state v has real amplitudes vₖ = √(C(n,k)/2ⁿ), where C(n,k) is the binomial coefficient. For n ≥ 1 it is physically the spin polarised along +x.

```lean
/-- The initial spin state, with binomial amplitudes `√(choose(n,k)/2^n)`. -/
def coherent (n : ℕ) (k : Fin (n + 1)) : ℂ :=
  ((√((n.choose (k : ℕ) : ℝ) / 2 ^ n) : ℝ) : ℂ)
```

The Hamiltonian ħχJz², acting for a time t, gives v(c) = exp(−icJz²)v with the real twisting angle c = χt. Lean uses the matrix exponential itself. There is no loss, dephasing or additional field.

```lean
/-- The one-axis twisted state `exp(-i c Jz²) v`, with `v` the binomial state. -/
def twisted (n : ℕ) (c : ℝ) : Fin (n + 1) → ℂ :=
  NormedSpace.exp ((-(Complex.I * c)) • Jz n ^ 2) *ᵥ coherent n
```

The mean of A in a state ψ is ⟨A⟩ = ⟨ψ, Aψ⟩, a complex number with no division by the norm. Part (d) shows that none is needed here.

```lean
/-- The expectation value `⟨ψ, A ψ⟩`. -/
def mean {n : ℕ} (A : Matrix (Fin (n + 1)) (Fin (n + 1)) ℂ) (ψ : Fin (n + 1) → ℂ) : ℂ :=
  star ψ ⬝ᵥ A *ᵥ ψ
```

## (a) The amplitudes after twisting

Show that twisting changes each amplitude only by a phase:

vₖ(c) = exp(−ic mₖ²) vₖ.

**Solution.** Jz² is diagonal with entries mₖ². Every power of −icJz² is therefore diagonal, and the exponential series can be summed entry by entry. In the proof, `h` writes the exponent as a diagonal matrix and `Matrix.exp_diagonal` sums the series.

```lean
/-- Twisting multiplies the amplitude of each level `m` by the phase `exp(-i c m²)`. -/
theorem twisted_apply (n : ℕ) (c : ℝ) (k : Fin (n + 1)) :
    twisted n c k = Complex.exp (-(Complex.I * c * (weight n k : ℂ) ^ 2)) * coherent n k := by
  have h : (-(Complex.I * c)) • Jz n ^ 2 =
      Matrix.diagonal (fun k => -(Complex.I * c * (weight n k : ℂ) ^ 2)) := by
    rw [Jz, Matrix.diagonal_pow, ← Matrix.diagonal_smul]
    congr 1
    funext k
    simp only [Pi.smul_apply, Pi.pow_apply, smul_eq_mul]
    ring
  rw [twisted, h, Matrix.exp_diagonal, Matrix.mulVec_diagonal, Pi.coe_exp,
    ← Complex.exp_eq_exp_ℂ]
```

## (b) The conjugate amplitudes

Show that

conj(vₖ(c)) = exp(+ic mₖ²) vₖ.

**Solution.** Since c, mₖ and vₖ are real, conjugating (a) only reverses the sign of i. The proof moves the conjugation inside the exponential and simplifies.

```lean
/-- The conjugate amplitudes of the twisted state carry the opposite phase. -/
theorem star_twisted_apply (n : ℕ) (c : ℝ) (k : Fin (n + 1)) :
    star (twisted n c k) =
      Complex.exp (Complex.I * c * (weight n k : ℂ) ^ 2) * coherent n k := by
  rw [twisted_apply, Complex.star_def, map_mul, ← Complex.exp_conj]
  simp only [coherent, map_neg, map_mul, map_pow, Complex.conj_I, Complex.conj_ofReal]
  ring_nf
```

## (c) The level populations

Show that the populations do not depend on c:

|vₖ(c)|² = C(n,k)/2ⁿ.

**Solution.** Multiply (a) by (b). The phases cancel, leaving vₖ², which is the number under the root. Lean does the same, with `Complex.exp_add` combining the phases.

```lean
/-- The level populations of the twisted binomial state are binomial, whatever the angle. -/
theorem population (n : ℕ) (c : ℝ) (k : Fin (n + 1)) :
    star (twisted n c k) * twisted n c k = (((n.choose (k : ℕ) : ℝ) / 2 ^ n : ℝ) : ℂ) := by
  have h : coherent n k * coherent n k = (((n.choose (k : ℕ) : ℝ) / 2 ^ n : ℝ) : ℂ) := by
    rw [coherent, ← Complex.ofReal_mul, Real.mul_self_sqrt (by positivity)]
  rw [star_twisted_apply, twisted_apply, mul_mul_mul_comm, ← Complex.exp_add,
    add_neg_cancel, Complex.exp_zero, one_mul, h]
```

## (d) The norm

Show that the twisted state is normalised:

Σₖ |vₖ(c)|² = 1.

**Solution.** By (c) the sum is 2⁻ⁿ Σₖ C(n,k), and the binomial coefficients add up to 2ⁿ. This last fact is `Nat.sum_range_choose`.

```lean
/-- The twisted state is normalised. -/
theorem twisted_normalised (n : ℕ) (c : ℝ) : star (twisted n c) ⬝ᵥ twisted n c = 1 := by
  simp only [dotProduct, Pi.star_apply, population]
  rw [← Complex.ofReal_sum, Fin.sum_univ_eq_sum_range (fun k => (n.choose k : ℝ) / 2 ^ n) (n + 1),
    ← Finset.sum_div, ← Nat.cast_sum, Nat.sum_range_choose]
  simp
```

## (e) A ladder element between binomial amplitudes

Set n = N+1 with N ≥ 0. For k = 0, …, N, show that

√((k+1)(N+1−k)) vₖ₊₁ vₖ = (N+1) C(N,k) / 2^(N+1).

**Solution.** Two binomial identities are needed:

(N+1) C(N,k) = (k+1) C(N+1,k+1),

(N+1) C(N,k) = (N+1−k) C(N+1,k).

Put all three factors under one root. The radicand is

(k+1) C(N+1,k+1) · (N+1−k) C(N+1,k) / 4^(N+1) = [(N+1) C(N,k) / 2^(N+1)]².

The bracket is non-negative, so it is the root. The identities are `h1` and `h2`, and the perfect square is `hsq`. Levels k+1 and k appear as `k.succ` and `k.castSucc`.

```lean
/-- A ladder element times the two binomial amplitudes it connects is `(N+1) choose(N,k) / 2^(N+1)`.
-/
theorem ladder_amplitude (N : ℕ) (k : Fin (N + 1)) :
    ((√((((k : ℕ) : ℝ) + 1) * ((N : ℝ) + 1 - ((k : ℕ) : ℝ))) : ℝ) : ℂ) *
      coherent (N + 1) k.succ * coherent (N + 1) k.castSucc =
      (((N : ℝ) + 1) * (N.choose (k : ℕ) : ℝ) / 2 ^ (N + 1) : ℝ) := by
  have hk : (k : ℕ) ≤ N := Nat.lt_succ_iff.mp k.isLt
  have hkr : ((k : ℕ) : ℝ) ≤ N := by exact_mod_cast hk
  have h1 : ((N : ℝ) + 1) * (N.choose (k : ℕ) : ℝ) =
      ((N + 1).choose ((k : ℕ) + 1) : ℝ) * (((k : ℕ) : ℝ) + 1) := by
    have h := (Nat.choose_mul_succ_eq N (k : ℕ)).trans
      (Nat.choose_succ_right_eq (N + 1) (k : ℕ)).symm
    rw [mul_comm ((N : ℝ) + 1)]
    exact_mod_cast h
  have h2 : (N.choose (k : ℕ) : ℝ) * ((N : ℝ) + 1) =
      ((N + 1).choose (k : ℕ) : ℝ) * ((N : ℝ) + 1 - ((k : ℕ) : ℝ)) := by
    have h := congrArg (Nat.cast : ℕ → ℝ) (Nat.choose_mul_succ_eq N k)
    rw [Nat.cast_mul, Nat.cast_mul, Nat.cast_sub (by omega)] at h
    push_cast at h
    exact h
  have hA : 0 ≤ (((k : ℕ) : ℝ) + 1) * ((N : ℝ) + 1 - ((k : ℕ) : ℝ)) :=
    mul_nonneg (by positivity) (by linarith)
  have hB : 0 ≤ ((N + 1).choose ((k : ℕ) + 1) : ℝ) / 2 ^ (N + 1) := by positivity
  -- the product under the root is a perfect square
  have hsq : (((k : ℕ) : ℝ) + 1) * ((N : ℝ) + 1 - ((k : ℕ) : ℝ)) *
      (((N + 1).choose ((k : ℕ) + 1) : ℝ) / 2 ^ (N + 1)) *
      (((N + 1).choose (k : ℕ) : ℝ) / 2 ^ (N + 1)) =
      (((N : ℝ) + 1) * (N.choose (k : ℕ) : ℝ) / 2 ^ (N + 1)) ^ 2 := by
    calc _ = (((N + 1).choose ((k : ℕ) + 1) : ℝ) * (((k : ℕ) : ℝ) + 1)) *
          (((N + 1).choose (k : ℕ) : ℝ) * ((N : ℝ) + 1 - ((k : ℕ) : ℝ))) /
          (2 ^ (N + 1)) ^ 2 := by ring
      _ = _ := by rw [← h1, ← h2]; ring
  change _ * ((√(((N + 1).choose ((k : ℕ) + 1) : ℝ) / 2 ^ (N + 1)) : ℝ) : ℂ) *
    ((√(((N + 1).choose (k : ℕ) : ℝ) / 2 ^ (N + 1)) : ℝ) : ℂ) = _
  rw [← Complex.ofReal_mul, ← Complex.ofReal_mul, ← Real.sqrt_mul hA,
    ← Real.sqrt_mul (mul_nonneg hA hB), hsq, Real.sqrt_sq (by positivity)]
```

## (f) The mean of J₊ as a sum of coherences

For any ψ with components ψ₀, …, ψ_{N+1}, show that

⟨J₊⟩ = Σₖ conj(ψₖ₊₁) √((k+1)(N+1−k)) ψₖ, with k = 0, …, N.

**Solution.** Nothing is raised into the lowest level, so (J₊ψ)₀ = 0. Level k+1 is reached only from level k, so

(J₊ψ)ₖ₊₁ = √((k+1)(N+1−k)) ψₖ.

Taking the inner product with ψ gives the sum. These two facts are `h0` and `hs`; `Fin.sum_univ_succ` splits off the lowest level.

```lean
/-- The mean of `J+` is a sum of coherences between neighbouring levels, weighted by the ladder
elements. -/
theorem mean_Jplus (N : ℕ) (ψ : Fin (N + 1 + 1) → ℂ) :
    mean (Jplus (N + 1)) ψ = ∑ k : Fin (N + 1), star (ψ k.succ) *
      (((√((((k : ℕ) : ℝ) + 1) * ((N : ℝ) + 1 - ((k : ℕ) : ℝ))) : ℝ) : ℂ) *
        ψ k.castSucc) := by
  have h0 : ∀ j, Jplus (N + 1) 0 j = 0 := by
    intro j
    simp [Jplus]
  have hs : ∀ k : Fin (N + 1), ∑ j, Jplus (N + 1) k.succ j * ψ j =
      ((√((((k : ℕ) : ℝ) + 1) * ((N : ℝ) + 1 - ((k : ℕ) : ℝ))) : ℝ) : ℂ) *
        ψ k.castSucc := by
    intro k
    rw [Finset.sum_eq_single k.castSucc]
    · simp [Jplus]
    · intro j _ hj
      have hne : ¬ ((k.succ : ℕ) = (j : ℕ) + 1) := by
        intro h
        apply hj
        apply Fin.ext
        have e1 : (k.succ : ℕ) = (k : ℕ) + 1 := rfl
        have e2 : (k.castSucc : ℕ) = (k : ℕ) := rfl
        omega
      simp only [Jplus, Matrix.of_apply, if_neg hne, zero_mul]
    · simp
  simp only [mean, dotProduct, Matrix.mulVec, Pi.star_apply]
  rw [Fin.sum_univ_succ]
  simp only [h0, hs, zero_mul, Finset.sum_const_zero, mul_zero, zero_add]
```

## (g) The mean of J₊ in the twisted state

Show that

⟨J₊⟩ = ((N+1)/2) cos(c)^N.

**Solution.** By (a) and (b), the k-th term of (f) carries the phase exp(ic(mₖ₊₁² − mₖ²)). The quadratic parts cancel:

mₖ₊₁² − mₖ² = 2mₖ + 1 = 2k − N.

The phase is therefore (e^(ic))^k (e^(−ic))^(N−k). With (e) for the amplitudes,

⟨J₊⟩ = (N+1)/2^(N+1) · Σₖ C(N,k) (e^(ic))^k (e^(−ic))^(N−k)

= (N+1)/2^(N+1) · (e^(ic) + e^(−ic))^N

= (N+1)/2^(N+1) · (2 cos c)^N

= ((N+1)/2) cos(c)^N.

**Spin 1 at c = π/3.** Here N = 1, and the initial amplitudes are 1/2, 1/√2, 1/2. Twisting multiplies the outer two by e^(−iπ/3). Both ladder elements are √2, so the two terms of (f) are

(1/2)e^(−iπ/3) and (1/2)e^(iπ/3).

Their sum is cos(π/3) = 1/2, compared with 1 before twisting.

**The binomial theorem read backwards.** The proof turns on `← add_pow`, which replaces a sum by a power. Mathlib's `add_pow` expands (x+y)^N into terms x^k y^(N−k) C(N,k), with k running over a range of natural numbers. The sum must have this shape before the rewrite can match it. The local statement `term` therefore puts each summand in that order, using `hphase` for the phase and `ladder_amplitude` for the size, and `Fin.sum_univ_eq_sum_range` changes the index from levels to natural numbers. `Complex.two_cos` then recognises the base of the power as 2 cos c.

```lean
/-- For a spin `(N+1)/2`, the twisted state has `⟨J+⟩ = ((N+1)/2) cos(c)^N`. -/
theorem mean_Jplus_twisted (N : ℕ) (c : ℝ) :
    mean (Jplus (N + 1)) (twisted (N + 1) c) =
      ((((N : ℝ) + 1) / 2 * Real.cos c ^ N : ℝ) : ℂ) := by
  have term : ∀ k : Fin (N + 1), star (twisted (N + 1) c k.succ) *
      (((√((((k : ℕ) : ℝ) + 1) * ((N : ℝ) + 1 - ((k : ℕ) : ℝ))) : ℝ) : ℂ) *
        twisted (N + 1) c k.castSucc) = (((N : ℂ) + 1) / 2 ^ (N + 1)) *
      (Complex.exp (c * Complex.I) ^ (k : ℕ) * Complex.exp (-c * Complex.I) ^ (N - (k : ℕ)) *
        (N.choose (k : ℕ) : ℂ)) := by
    intro k
    have hk : (k : ℕ) ≤ N := Nat.lt_succ_iff.mp k.isLt
    have w1 : weight (N + 1) k.succ = ((k : ℕ) : ℝ) + 1 - ((N : ℝ) + 1) / 2 := by
      simp [weight]
    have w2 : weight (N + 1) k.castSucc = ((k : ℕ) : ℝ) - ((N : ℝ) + 1) / 2 := by
      simp [weight]
    -- the relative phase of neighbouring levels is linear in `k`
    have hphase : Complex.exp (Complex.I * c * (weight (N + 1) k.succ : ℂ) ^ 2) *
        Complex.exp (-(Complex.I * c * (weight (N + 1) k.castSucc : ℂ) ^ 2)) =
        Complex.exp (c * Complex.I) ^ (k : ℕ) *
          Complex.exp (-c * Complex.I) ^ (N - (k : ℕ)) := by
      rw [← Complex.exp_nat_mul, ← Complex.exp_nat_mul, ← Complex.exp_add,
        ← Complex.exp_add, Nat.cast_sub hk, w1, w2]
      congr 1
      push_cast
      ring
    have hamp := ladder_amplitude N k
    rw [star_twisted_apply, twisted_apply, ← hphase]
    push_cast at hamp ⊢
    linear_combination (Complex.exp (Complex.I * c * (weight (N + 1) k.succ : ℂ) ^ 2) *
      Complex.exp (-(Complex.I * c * (weight (N + 1) k.castSucc : ℂ) ^ 2))) * hamp
  rw [mean_Jplus, Finset.sum_congr rfl (fun k _ => term k), ← Finset.mul_sum,
    Fin.sum_univ_eq_sum_range (fun k => Complex.exp (c * Complex.I) ^ k *
      Complex.exp (-c * Complex.I) ^ (N - k) * (N.choose k : ℂ)) (N + 1),
    ← add_pow, ← Complex.two_cos]
  push_cast
  rw [mul_pow, pow_succ]
  field_simp
```

## (h) The mean of an adjoint

For any matrix A and vector ψ, show that

⟨A†⟩ = conj(⟨A⟩).

**Solution.** Move A† to the other side of the inner product and exchange the two entries:

⟨ψ, A†ψ⟩ = ⟨Aψ, ψ⟩ = conj(⟨ψ, Aψ⟩).

The rewrites in the proof make these two moves.

```lean
/-- The mean of the adjoint operator is the complex conjugate of the mean. -/
theorem mean_adjoint {n : ℕ} (A : Matrix (Fin (n + 1)) (Fin (n + 1)) ℂ)
    (ψ : Fin (n + 1) → ℂ) : mean Aᴴ ψ = star (mean A ψ) := by
  rw [mean, mean, Matrix.dotProduct_mulVec, ← Matrix.star_mulVec, Matrix.star_dotProduct]
```

## (i) The z component

For every n ≥ 0, show that the twisted state has

⟨Jz⟩ = 0.

**Solution.** By (c),

⟨Jz⟩ = Σₖ mₖ C(n,k)/2ⁿ.

Replacing k by n−k reverses the sign of mₖ and leaves C(n,k) unchanged. The sum equals its own negative, so it is zero. `Fin.rev` is the reflection, and `hrev` records the change of sign.

```lean
/-- The twisted state has zero mean `Jz`. -/
theorem mean_Jz_twisted (n : ℕ) (c : ℝ) : mean (Jz n) (twisted n c) = 0 := by
  -- reflection of the levels reverses the sign of each contribution
  have hrev : ∀ k : Fin (n + 1),
      weight n (Fin.rev k) * ((n.choose (Fin.rev k : ℕ) : ℝ) / 2 ^ n) =
      -(weight n k * ((n.choose (k : ℕ) : ℝ) / 2 ^ n)) := by
    intro k
    have hk : (k : ℕ) ≤ n := Nat.lt_succ_iff.mp k.isLt
    have hv : (Fin.rev k : ℕ) = n - (k : ℕ) := by
      rw [Fin.val_rev]
      omega
    rw [weight, weight, hv, Nat.choose_symm hk, Nat.cast_sub hk]
    ring
  have hsum := Equiv.sum_comp Fin.revPerm
    (fun k : Fin (n + 1) => weight n k * ((n.choose (k : ℕ) : ℝ) / 2 ^ n))
  simp only [Fin.revPerm_apply, hrev, Finset.sum_neg_distrib] at hsum
  have hzero : ∑ k : Fin (n + 1), weight n k * ((n.choose (k : ℕ) : ℝ) / 2 ^ n) = 0 := by
    linarith
  simp only [mean, Jz, dotProduct, Matrix.mulVec_diagonal, Pi.star_apply]
  simp only [mul_left_comm, population, ← Complex.ofReal_mul]
  rw [← Complex.ofReal_sum, hzero, Complex.ofReal_zero]
```

## (j) The mean spin vector

For spin (N+1)/2, show that

⟨Jx⟩ = ((N+1)/2) cos(c)^N, ⟨Jy⟩ = 0, ⟨Jz⟩ = 0.

**Solution.** The mean of J₊ in (g) is real, so by (h) J₋ has the same mean. Half their sum gives ⟨Jx⟩, and their difference gives ⟨Jy⟩ = 0. Part (i) supplies ⟨Jz⟩. The proof calls the two ladder means `hp` and `hm` and combines them by linearity.

In terms of n = N+1, the x component is (n/2) cos(c)^(n−1). For even n it is negative whenever cos c < 0, and the mean spin then points along −x. For spin 1/2 the exponent is zero and nothing changes, because Jz² is then a multiple of the identity. The result concerns means only and does not give the variances, which a squeezing figure also needs.

```lean
/-- One-axis twisting of the binomial state of a spin `(N+1)/2` leaves the mean spin on the x axis,
with x component `((N+1)/2) cos(c)^N`. -/
theorem mean_spin_twisted (N : ℕ) (c : ℝ) :
    mean (Jx (N + 1)) (twisted (N + 1) c) =
      ((((N : ℝ) + 1) / 2 * Real.cos c ^ N : ℝ) : ℂ) ∧
    mean (Jy (N + 1)) (twisted (N + 1) c) = 0 ∧
    mean (Jz (N + 1)) (twisted (N + 1) c) = 0 := by
  have hp := mean_Jplus_twisted N c
  have hm := mean_adjoint (Jplus (N + 1)) (twisted (N + 1) c)
  rw [hp, Complex.star_def, Complex.conj_ofReal] at hm
  unfold mean at hp hm
  refine ⟨?_, ?_, mean_Jz_twisted (N + 1) c⟩
  · rw [mean, Jx, Matrix.smul_mulVec, Matrix.add_mulVec, dotProduct_smul, dotProduct_add,
      hp, hm, smul_eq_mul]
    ring
  · rw [mean, Jy, Matrix.smul_mulVec, Matrix.sub_mulVec, dotProduct_smul, dotProduct_sub,
      hp, hm, sub_self, smul_zero]
```

## (k) A quarter turn

For spin (N+2)/2, that is, spin 1 or more, show that at c = π/2

⟨Jx⟩ = 0.

**Solution.** Part (j), with N+1 in place of N, gives a multiple of cos(π/2)^(N+1). The exponent is at least 1 and the cosine is zero. By (j) the other two components vanish as well, so this normalised state has no mean spin direction.

```lean
/-- For a spin `(N+2)/2`, the mean of `Jx` in the twisted binomial state vanishes at twisting angle
`c = π/2`. -/
theorem mean_Jx_quarter_turn (N : ℕ) :
    mean (Jx (N + 1 + 1)) (twisted (N + 1 + 1) (Real.pi / 2)) = 0 := by
  rw [(mean_spin_twisted (N + 1) (Real.pi / 2)).1, Real.cos_pi_div_two]
  simp

end

end OneAxisTwisting
```

```lean
#print axioms OneAxisTwisting.twisted_normalised
#print axioms OneAxisTwisting.mean_spin_twisted
#print axioms OneAxisTwisting.mean_Jx_quarter_turn
```

```
'OneAxisTwisting.twisted_normalised' depends on axioms: [propext, Classical.choice, Quot.sound]
'OneAxisTwisting.mean_spin_twisted' depends on axioms: [propext, Classical.choice, Quot.sound]
'OneAxisTwisting.mean_Jx_quarter_turn' depends on axioms: [propext, Classical.choice, Quot.sound]
```
